# The point groups of p31m and p3m1 are conjugate over ℚ but not over ℤ

A symmetry finder for a trigonal monolayer may hold six integer point operations in a primitive basis and try to match them to a tabulated plane group by a change of basis. If the matching step accepts any invertible rational matrix, it can return p31m for a p3m1 crystal. Traces and determinants don't help, because they agree for the two groups.

In hexagonal lattice coordinates, with basis vectors at 120°, the operations act on column vectors and are generated from

$$R=\begin{pmatrix}0&-1\\1&-1\end{pmatrix},\qquad M=\begin{pmatrix}0&1\\1&0\end{pmatrix}.$$

The point group of p31m is $G=\langle R,M\rangle$ and that of p3m1 is $H=\langle R,-M\rangle$. Over a commutative ring $K$, some $g\in GL_2(K)$ satisfies $gGg^{-1}=H$ exactly when 3 is invertible in $K$. It is invertible in $\mathbb Q$ and not in $\mathbb Z$.

## Telling the two classes apart in a code

A change of primitive basis is an integer matrix with determinant $\pm1$, so conjugacy over $\mathbb Z$ is the relation to test. For operations already known to belong to one of these two classes, a search modulo 3 suffices: look for a nonzero vector $v$ with $Av\equiv v$ for every operation $A$. The group $H$ has one, $v=(1,-1)$, and $G$ has none. A unimodular basis change $g$ carries $v$ to $gv$, which is still nonzero modulo 3, so the answer doesn't depend on the primitive basis.

The vector also has a meaning in the crystal. With the origin on a site of full point symmetry, $v/3$ is the site $(1/3,2/3)$ up to a lattice vector. It has full $3m$ symmetry in p3m1, whereas in p31m the mirror $M$ exchanges it with $(2/3,1/3)$. A wrong assignment therefore gives wrong site multiplicities.

## A fixed vector modulo 3, and a matrix of determinant 3

**Order six.** Direct multiplication gives $R^3=1$, $M^2=1$ and $MR=R^2M$, and the same relations hold with $-M$ for $M$. The products $1,R,R^2,M,RM,R^2M$ are therefore closed under multiplication and inversion. Over $\mathbb Z$ they are distinct: the first three have determinant 1, the last three $-1$, and $1,R,R^2$ differ.

**$H$ fixes $v=(1,-1)$ modulo 3.** For the generators,
$$Rv=(1,2)=v+3(0,1),\qquad -Mv=v.$$
If $Av=v+3a$ and $Bv=v+3b$, then $ABv=v+3(a+Ab)$ and $A^{-1}v=v-3A^{-1}a$. The property passes to the whole group.

**$G$ fixes only zero modulo 3.** Let $w=(w_0,w_1)$ satisfy $Rw=w+3u$ and $Mw=w+3t$. The first components read
$$-w_1=w_0+3u_0,\qquad w_1=w_0+3t_0.$$
Their sum is $0=2w_0+3(u_0+t_0)$. Hence $w_0=3w_0-2w_0=3(w_0+u_0+t_0)$, and $w_1=3(w_0+u_0+2t_0)$.

**Conjugacy makes 3 invertible.** Suppose $gGg^{-1}=H$ and put $w=g^{-1}v$. For $A\in G$ the matrix $gAg^{-1}$ lies in $H$, so $gAg^{-1}v=v+3u$ for some $u$, and $Aw=w+3g^{-1}u$. By the previous step $w=3z$, so $v=3gz$. The first component is $1=3(gz)_0$.

**If 3 is invertible, the groups are conjugate.** Take
$$P=1+2R=\begin{pmatrix}1&-2\\2&-1\end{pmatrix}.$$
Since $R^2+R+1=0$, we have $P^2=1+4R+4R^2=-3$, so $P^{-1}=-P/3$. Also $PR=RP$ and $PM=-MP$. Therefore $PRP^{-1}=R$ and $PMP^{-1}=-M$, which carries $G$ onto $H$. Geometrically, $P$ is a quarter turn with a stretch by $\sqrt3$. Its determinant is 3, so it leads to a cell of three times the area and not to another primitive cell.

A conjugation of $G$ onto $H$ could send $R$ and $M$ to elements of $H$ other than $R$ and $-M$. The non-conjugacy argument covers every such case at once, because all elements of $H$ fix $v$ modulo 3.

## The Lean file

```lean
import Mathlib

open Matrix

namespace TrigonalArithmeticClasses

variable (K : Type*) [CommRing K]

/-- The threefold rotation `R` in hexagonal lattice coordinates. -/
def rot : Matrix.GeneralLinearGroup (Fin 2) K :=
  ⟨!![0, -1; 1, -1], !![-1, 1; -1, 0],
    by ext i j; fin_cases i <;> fin_cases j <;> simp [Matrix.mul_apply, Fin.sum_univ_two],
    by ext i j; fin_cases i <;> fin_cases j <;> simp [Matrix.mul_apply, Fin.sum_univ_two]⟩

/-- The reflection `M` that exchanges the two lattice coordinates. -/
def mir : Matrix.GeneralLinearGroup (Fin 2) K :=
  ⟨!![0, 1; 1, 0], !![0, 1; 1, 0],
    by ext i j; fin_cases i <;> fin_cases j <;> simp [Matrix.mul_apply, Fin.sum_univ_two],
    by ext i j; fin_cases i <;> fin_cases j <;> simp [Matrix.mul_apply, Fin.sum_univ_two]⟩

/-- The point group of p31m in lattice coordinates, generated by `R` and `M`. -/
def class31m : Subgroup (Matrix.GeneralLinearGroup (Fin 2) K) :=
  Subgroup.closure {rot K, mir K}

/-- The point group of p3m1 in lattice coordinates, generated by `R` and `-M`. -/
def class3m1 : Subgroup (Matrix.GeneralLinearGroup (Fin 2) K) :=
  Subgroup.closure {rot K, -mir K}

/-- The matrix `1 + 2R`, written out in lattice coordinates. -/
def triple : Matrix (Fin 2) (Fin 2) K := !![1, -2; 2, -1]

variable {K}

/-- Two matrix groups are conjugate if a change of basis over `K` carries one onto the other. -/
def AreConjugate (G H : Subgroup (Matrix.GeneralLinearGroup (Fin 2) K)) : Prop :=
  ∃ g : Matrix.GeneralLinearGroup (Fin 2) K, G.map (MulAut.conj g).toMonoidHom = H

/-- The six products `1, r, r², s, rs, r²s` of two operations. -/
def sixOps {G : Type*} [Group G] [DecidableEq G] (r s : G) : Finset G :=
  {1, r, r * r, s, r * s, r * r * s}

/-- If the six products are closed under composition and inversion, the order of the group generated
by `r` and `s` is the number of distinct elements among them. -/
theorem card_closure_pair {G : Type*} [Group G] [DecidableEq G] (r s : G)
    (hmul : ∀ a ∈ sixOps r s, ∀ b ∈ sixOps r s, a * b ∈ sixOps r s)
    (hinv : ∀ a ∈ sixOps r s, a⁻¹ ∈ sixOps r s) :
    Nat.card (Subgroup.closure {r, s}) = (sixOps r s).card := by
  let H : Subgroup G :=
    { carrier := {a | a ∈ sixOps r s}
      one_mem' := by simp [sixOps]
      mul_mem' := fun {a b} ha hb => hmul a ha b hb
      inv_mem' := fun {a} ha => hinv a ha }
  have hr : r ∈ Subgroup.closure {r, s} := Subgroup.subset_closure (by simp)
  have hs : s ∈ Subgroup.closure {r, s} := Subgroup.subset_closure (by simp)
  have hH : Subgroup.closure {r, s} = H := by
    apply le_antisymm
    · rw [Subgroup.closure_le]
      rintro a (rfl | rfl)
      · show a ∈ sixOps a s
        simp [sixOps]
      · show a ∈ sixOps r a
        simp [sixOps]
    · intro a ha
      change a ∈ sixOps r s at ha
      simp only [sixOps, Finset.mem_insert, Finset.mem_singleton] at ha
      rcases ha with h | h | h | h | h | h <;> rw [h]
      exacts [one_mem _, hr, mul_mem hr hr, hs, mul_mem hr hs, mul_mem (mul_mem hr hr) hs]
  rw [hH]
  show Nat.card {a // a ∈ sixOps r s} = _
  rw [Nat.card_eq_fintype_card, Fintype.card_coe]

/-- Both integral point groups have order six. -/
theorem order_six : Nat.card (class31m ℤ) = 6 ∧ Nat.card (class3m1 ℤ) = 6 :=
  ⟨(card_closure_pair (rot ℤ) (mir ℤ) (by decide +kernel) (by decide +kernel)).trans
      (by decide +kernel),
    (card_closure_pair (rot ℤ) (-mir ℤ) (by decide +kernel) (by decide +kernel)).trans
      (by decide +kernel)⟩

/-- Every operation of the p3m1 point group fixes the vector `(1, -1)` modulo 3. -/
theorem class3m1_fixes_mod_three (A : Matrix.GeneralLinearGroup (Fin 2) K)
    (hA : A ∈ class3m1 K) :
    ∃ u : Fin 2 → K, A.val *ᵥ ![1, -1] = ![1, -1] + (3 : K) • u := by
  refine Subgroup.closure_induction
    (p := fun A _ => ∃ u : Fin 2 → K, A.val *ᵥ ![1, -1] = ![1, -1] + (3 : K) • u)
    ?_ ?_ ?_ ?_ hA
  · rintro A (rfl | rfl)
    · refine ⟨![0, 1], ?_⟩
      ext i
      fin_cases i <;> simp [rot, Matrix.mulVec, dotProduct, Fin.sum_univ_two]
      norm_num
    · refine ⟨0, ?_⟩
      ext i
      fin_cases i <;> simp [mir, Matrix.mulVec, dotProduct, Fin.sum_univ_two]
  · exact ⟨0, by simp⟩
  · rintro A B _ _ ⟨a, ha⟩ ⟨b, hb⟩
    refine ⟨a + A.val *ᵥ b, ?_⟩
    rw [Units.val_mul, ← Matrix.mulVec_mulVec, hb, Matrix.mulVec_add, Matrix.mulVec_smul,
      ha, add_assoc, ← smul_add]
  · rintro A _ ⟨u, hu⟩
    refine ⟨-((A⁻¹).val *ᵥ u), ?_⟩
    have h : (A⁻¹).val *ᵥ (A.val *ᵥ ![1, -1]) = ![1, -1] := by
      rw [Matrix.mulVec_mulVec, ← Units.val_mul, inv_mul_cancel, Units.val_one,
        Matrix.one_mulVec]
    rw [hu, Matrix.mulVec_add, Matrix.mulVec_smul] at h
    rw [smul_neg, ← sub_eq_add_neg]
    exact eq_sub_of_add_eq h

/-- A vector fixed modulo 3 by every operation of the p31m point group is zero modulo 3. -/
theorem class31m_fixed_mod_three (w : Fin 2 → K)
    (h : ∀ A ∈ class31m K, ∃ u : Fin 2 → K, A.val *ᵥ w = w + (3 : K) • u) :
    ∃ z : Fin 2 → K, w = (3 : K) • z := by
  obtain ⟨u, hu⟩ := h (rot K) (Subgroup.subset_closure (by simp))
  obtain ⟨t, ht⟩ := h (mir K) (Subgroup.subset_closure (by simp))
  have h1 : -w 1 = w 0 + 3 * u 0 := by
    simpa [rot, Matrix.mulVec, dotProduct, Fin.sum_univ_two] using congrFun hu 0
  have h2 : w 1 = w 0 + 3 * t 0 := by
    simpa [mir, Matrix.mulVec, dotProduct, Fin.sum_univ_two] using congrFun ht 0
  -- adding the two conditions makes twice the first coordinate a multiple of 3
  refine ⟨![w 0 + u 0 + t 0, w 0 + u 0 + 2 * t 0], funext (Fin.forall_fin_two.2 ⟨?_, ?_⟩)⟩
  · show w 0 = 3 * (w 0 + u 0 + t 0)
    linear_combination h1 + h2
  · show w 1 = 3 * (w 0 + u 0 + 2 * t 0)
    linear_combination h1 + 2 * h2

/-- The matrix `1 + 2R` has determinant 3 and square `-3`, commutes with the rotation `R`
and anticommutes with the reflection `M`. -/
theorem triple_relations :
    (triple K).det = 3 ∧ triple K * triple K = (-3 : K) • 1 ∧
      triple K * (rot K).val = (rot K).val * triple K ∧
      triple K * (mir K).val = -(mir K).val * triple K := by
  refine ⟨?_, ?_, ?_, ?_⟩
  · rw [triple, Matrix.det_fin_two_of]
    ring
  all_goals
    ext i j
    fin_cases i <;> fin_cases j <;>
      simp [triple, rot, mir, Matrix.mul_apply, Fin.sum_univ_two] <;> norm_num

/-- The point groups of p31m and p3m1 are conjugate over a commutative ring exactly when
3 is invertible in it. -/
theorem conjugate_iff_isUnit_three :
    AreConjugate (class31m K) (class3m1 K) ↔ IsUnit (3 : K) := by
  constructor
  · rintro ⟨g, hg⟩
    -- pull the vector fixed modulo 3 back through the change of basis
    obtain ⟨z, hz⟩ := class31m_fixed_mod_three ((g⁻¹).val *ᵥ ![1, -1]) (by
      intro A hA
      have hmem : g * A * g⁻¹ ∈ class3m1 K := by
        rw [← hg]
        exact Subgroup.mem_map.2 ⟨A, hA, rfl⟩
      obtain ⟨u, hu⟩ := class3m1_fixes_mod_three _ hmem
      refine ⟨(g⁻¹).val *ᵥ u, ?_⟩
      have e : A * g⁻¹ = g⁻¹ * (g * A * g⁻¹) := by group
      rw [Matrix.mulVec_mulVec, ← Units.val_mul, e, Units.val_mul, ← Matrix.mulVec_mulVec,
        hu, Matrix.mulVec_add, Matrix.mulVec_smul])
    have hv : g.val *ᵥ ((g⁻¹).val *ᵥ ![1, -1]) = ![1, -1] := by
      rw [Matrix.mulVec_mulVec, ← Units.val_mul, mul_inv_cancel, Units.val_one,
        Matrix.one_mulVec]
    rw [hz, Matrix.mulVec_smul] at hv
    exact isUnit_iff_exists_inv.2 ⟨(g.val *ᵥ z) 0, congrFun hv 0⟩
  · intro h
    obtain ⟨c, hc⟩ := isUnit_iff_exists_inv.1 h
    obtain ⟨-, hsq, hR, hM⟩ := triple_relations (K := K)
    have hc' : -c * -3 = 1 := by linear_combination hc
    -- the matrix 1 + 2R is invertible because its square is -3
    obtain ⟨g, hg⟩ : ∃ g : Matrix.GeneralLinearGroup (Fin 2) K, g.val = triple K :=
      ⟨⟨triple K, (-c) • triple K,
        by rw [Matrix.mul_smul, hsq, smul_smul, hc', one_smul],
        by rw [Matrix.smul_mul, hsq, smul_smul, hc', one_smul]⟩, rfl⟩
    have e1 : g * rot K * g⁻¹ = rot K := by
      rw [mul_inv_eq_iff_eq_mul]
      apply Units.ext
      rw [Units.val_mul, Units.val_mul, hg]
      exact hR
    have e2 : g * mir K * g⁻¹ = -mir K := by
      rw [mul_inv_eq_iff_eq_mul]
      apply Units.ext
      rw [Units.val_mul, Units.val_mul, Units.val_neg, hg]
      exact hM
    refine ⟨g, ?_⟩
    unfold class31m class3m1
    rw [MonoidHom.map_closure, Set.image_pair]
    show Subgroup.closure ({g * rot K * g⁻¹, g * mir K * g⁻¹} :
      Set (Matrix.GeneralLinearGroup (Fin 2) K)) = _
    rw [e1, e2]

/-- The point groups of p31m and p3m1 are conjugate over the rationals but not over the
integers. -/
theorem rational_not_integral :
    AreConjugate (class31m ℚ) (class3m1 ℚ) ∧ ¬ AreConjugate (class31m ℤ) (class3m1 ℤ) := by
  constructor
  · exact conjugate_iff_isUnit_three.2 (isUnit_iff_ne_zero.2 (by norm_num))
  · rw [conjugate_iff_isUnit_three, Int.isUnit_iff]
    norm_num

end TrigonalArithmeticClasses
```

```lean
#print axioms TrigonalArithmeticClasses.order_six
-- 'TrigonalArithmeticClasses.order_six' depends on axioms: [propext, Classical.choice, Quot.sound]
#print axioms TrigonalArithmeticClasses.rational_not_integral
-- 'TrigonalArithmeticClasses.rational_not_integral' depends on axioms: [propext, Classical.choice, Quot.sound]
```

## Two matrix groups, without translations or a metric

`rot K` and `mir K` are $R$ and $M$ as invertible matrices over `K`, each supplied with its inverse. `class31m K` and `class3m1 K` are the subgroups they generate, with `-mir K` in the second. `AreConjugate` asks for one `g` whose conjugation maps the first subgroup onto the second as a set, with no pairing of generators prescribed. `triple K` is $P$, kept as a plain matrix because it has no inverse over $\mathbb Z$.

`conjugate_iff_isUnit_three` is the equivalence for every commutative ring, and `rational_not_integral` specialises it, using that the only units of $\mathbb Z$ are $\pm1$. `order_six` counts the groups over $\mathbb Z$ only: `card_closure_pair` reduces the count to the six products, and `decide +kernel` checks their closure and number by computation.

In `class3m1_fixes_mod_three`, `Subgroup.closure_induction` treats generators, identity, products and inverses as above. In `class31m_fixed_mod_three`, `linear_combination` carries out the elimination for $w_0$ and $w_1$. The main theorem pulls $v$ back through `g` in one direction. In the other it builds the inverse of $P$ from `triple_relations`, and `MonoidHom.map_closure` reduces the conjugation to the two generators.

The theorems concern exact matrices in one fixed basis. The names p31m and p3m1 enter through the choice of generators; translations, lattice metrics and the classification of plane groups are not modelled. Nor does the file verify a search routine or the tolerances with which a code extracts integer operations from atomic positions.
